# For $\|B\|<a$, the lowest Tamm–Dancoff energy $a$ exceeds any positive response eigenvalue by at most $a-\sqrt{a^2-\|B\|^2}$

The matrices $A$ and $B$ are modelled as continuous linear maps on an inner product space `E` over `𝕜`, the real or complex numbers, so that `‖B‖` is the operator norm. The Tamm–Dancoff approximation sets $B=0$, and $a$ is the lowest eigenvalue of $A$. The bound in the title is proved for symmetric $A$ in finite dimension. Symmetric means $\langle Ax,y\rangle=\langle x,Ay\rangle$ for all $x,y$, which over `ℂ` is Hermitian. The response operator acts on pairs $(X,Y)$ of excitation and de-excitation amplitudes:

$$AX+BY=wX,\qquad -BX-AY=wY.$$

This is the form for real orbitals and a frequency-independent kernel. Over `ℝ` only real eigenvalues $w$ are visible; to include complex frequencies, the same real matrices are read over `ℂ`.

In Lean 4 with Mathlib:

```lean
import Mathlib

open Module.End

namespace TammDancoffError

variable {𝕜 E : Type*} [RCLike 𝕜] [NormedAddCommGroup E] [InnerProductSpace 𝕜 E]

/-- The linear-response operator `[[A, B], [-B, -A]]`, acting on pairs `(X, Y)` of
excitation and de-excitation amplitudes. -/
def response (A B : E →L[𝕜] E) : (E × E) →ₗ[𝕜] (E × E) where
  toFun z := (A z.1 + B z.2, -B z.1 - A z.2)
  map_add' x y := Prod.ext
    (by simp only [map_add, Prod.fst_add, Prod.snd_add]; abel)
    (by simp only [map_add, Prod.fst_add, Prod.snd_add]; abel)
  map_smul' c x := Prod.ext
    (by simp only [map_smul, Prod.smul_fst, Prod.smul_snd, RingHom.id_apply]; module)
    (by simp only [map_smul, Prod.smul_fst, Prod.smul_snd, RingHom.id_apply]; module)
```

## $A$ is symmetric, with lowest eigenvalue $a$

Physically, $a$ is the lowest excitation energy when the coupling $B$ is neglected. `IsLowestEigenvalue` makes it the least element of the set of real eigenvalues.

```lean
/-- The number `a` is the lowest real eigenvalue of `A`; for the Tamm-Dancoff operator `A`
it is the lowest Tamm-Dancoff excitation energy. -/
def IsLowestEigenvalue (A : E →L[𝕜] E) (a : ℝ) : Prop :=
  IsLeast {μ : ℝ | HasEigenvalue (A : E →ₗ[𝕜] E) (μ : 𝕜)} a
```

By hand, expand $x=\sum_i c_i b_i$ in orthonormal eigenvectors of $A$ with eigenvalues $\varepsilon_i\ge a$:

$$\langle x,Ax\rangle=\sum_i\varepsilon_i|c_i|^2\ge a\|x\|^2.$$

The proof does the same with `eigenvectorBasis`, which is where it needs symmetry and finite dimension. In infinite dimension, continuous spectrum may lie below the lowest eigenvalue, and this inequality then fails.

```lean
/-- In finite dimension, the expectation value of a symmetric operator is at least its lowest
eigenvalue times the squared norm of the state. -/
theorem lowest_le_expectation [FiniteDimensional 𝕜 E] {A : E →L[𝕜] E} {a : ℝ}
    (hA : (A : E →ₗ[𝕜] E).IsSymmetric) (ha : IsLowestEigenvalue A a) (x : E) :
    a * ‖x‖ ^ 2 ≤ RCLike.re (inner 𝕜 x (A x)) := by
  let b := hA.eigenvectorBasis rfl
  let ev := hA.eigenvalues rfl
  have hb : ∀ i, A (b i) = (ev i : 𝕜) • b i := fun i => hA.apply_eigenvectorBasis rfl i
  have hev : ∀ i, a ≤ ev i := fun i =>
    ha.2 (hasEigenvalue_of_hasEigenvector (hA.hasEigenvector_eigenvectorBasis rfl i))
  have hsq : ∀ i, inner 𝕜 x (b i) * inner 𝕜 (b i) x
      = ((‖inner 𝕜 (b i) x‖ ^ 2 : ℝ) : 𝕜) := by
    intro i
    rw [← inner_conj_symm x (b i), RCLike.conj_mul, RCLike.ofReal_pow]
  -- expand the norm and the expectation value in eigenvectors
  have h1 : ‖x‖ ^ 2 = ∑ i, ‖inner 𝕜 (b i) x‖ ^ 2 := by
    have h := b.sum_inner_mul_inner x x
    simp only [hsq] at h
    rw [inner_self_eq_norm_sq_to_K] at h
    exact_mod_cast h.symm
  have h2 : RCLike.re (inner 𝕜 x (A x)) = ∑ i, ev i * ‖inner 𝕜 (b i) x‖ ^ 2 := by
    have hi : ∀ i, inner 𝕜 x (b i) * inner 𝕜 (b i) (A x)
        = ((ev i * ‖inner 𝕜 (b i) x‖ ^ 2 : ℝ) : 𝕜) := by
      intro i
      have h : inner 𝕜 (b i) (A x) = (ev i : 𝕜) * inner 𝕜 (b i) x := by
        calc inner 𝕜 (b i) (A x) = inner 𝕜 (A (b i)) x := (hA (b i) x).symm
          _ = _ := by rw [hb, inner_smul_left, RCLike.conj_ofReal]
      rw [h, mul_left_comm, hsq, ← RCLike.ofReal_mul]
    rw [← b.sum_inner_mul_inner x (A x)]
    simp only [hi, map_sum, RCLike.ofReal_re]
  rw [h1, h2, Finset.mul_sum]
  exact Finset.sum_le_sum fun i _ => mul_le_mul_of_nonneg_right (hev i) (sq_nonneg _)
```

With $r=\operatorname{Re}w$, Cauchy–Schwarz gives

$$(a-r)\|x\|^2\le\operatorname{Re}\langle x,(A-w)x\rangle\le\|x\|\,\|(A-w)x\|,$$

and division by $\|x\|$ gives the next lemma; $x=0$ is trivial.

```lean
/-- If all expectation values of `A` are at least `a` per squared norm, then `A - w` stretches
every vector by at least `a - Re w`. -/
theorem shifted_lower_bound {A : E →L[𝕜] E} {a : ℝ}
    (h : ∀ x, a * ‖x‖ ^ 2 ≤ RCLike.re (inner 𝕜 x (A x))) (w : 𝕜) (x : E) :
    (a - RCLike.re w) * ‖x‖ ≤ ‖A x - w • x‖ := by
  rcases eq_or_ne x 0 with rfl | hx
  · simp
  have hx' : 0 < ‖x‖ := norm_pos_iff.mpr hx
  have h1 : RCLike.re (inner 𝕜 x (A x - w • x))
      = RCLike.re (inner 𝕜 x (A x)) - RCLike.re w * ‖x‖ ^ 2 := by
    rw [inner_sub_right, inner_smul_right, inner_self_eq_norm_sq_to_K, map_sub,
      ← RCLike.ofReal_pow, mul_comm w, RCLike.re_ofReal_mul]
    ring
  -- Cauchy-Schwarz
  have h2 := (RCLike.re_le_norm (inner 𝕜 x (A x - w • x))).trans (norm_inner_le_norm x _)
  rw [h1] at h2
  refine le_of_mul_le_mul_left ?_ hx'
  nlinarith [h x]
```

The two rows read $(A-w)X=-BY$ and $(A+w)Y=-BX$. Applying the lemma with $w$ and with $-w$ yields

$$(a-r)\|X\|\le\|B\|\|Y\|,\qquad (a+r)\|Y\|\le\|B\|\|X\|.$$

```lean
/-- If all expectation values of `A` are at least `a` per squared norm, the amplitudes of a response
mode of frequency `w` satisfy `(a - Re w) ‖X‖ ≤ ‖B‖ ‖Y‖` and `(a + Re w) ‖Y‖ ≤ ‖B‖ ‖X‖`. -/
theorem amplitude_bounds {A B : E →L[𝕜] E} {a : ℝ}
    (h : ∀ x, a * ‖x‖ ^ 2 ≤ RCLike.re (inner 𝕜 x (A x))) {w : 𝕜} {X Y : E}
    (hz : response A B (X, Y) = w • (X, Y)) :
    (a - RCLike.re w) * ‖X‖ ≤ ‖B‖ * ‖Y‖ ∧ (a + RCLike.re w) * ‖Y‖ ≤ ‖B‖ * ‖X‖ := by
  have h1 : A X + B Y = w • X := congrArg Prod.fst hz
  have h2 : -B X - A Y = w • Y := congrArg Prod.snd hz
  constructor
  · have e : A X - w • X = -B Y := by rw [← h1]; abel
    have k := shifted_lower_bound h w X
    rw [e, norm_neg] at k
    exact k.trans (B.le_opNorm Y)
  · have e : A Y - (-w) • Y = -B X := by rw [neg_smul, ← h2]; abel
    have k := shifted_lower_bound h (-w) Y
    rw [e, norm_neg, map_neg, sub_neg_eq_add] at k
    exact k.trans (B.le_opNorm X)
```

Real eigenvalues of $A$ alone do not suffice for the gap. Take $A=\begin{pmatrix}1&2\\0&1\end{pmatrix}$ and $B=\begin{pmatrix}0&0\\1/2&0\end{pmatrix}$, so $a=1$ and $\|B\|=1/2$. Then $(A+B)u=0$ for $u=(2,-1)$, and $X=Y=u$ is a mode with $w=0$.

## The coupling is weaker than the lowest energy: $\|B\|<a$

The squared bound needs only $a\ge0$. Suppose $r^2<a^2-\|B\|^2$. Then $|r|<a$, so both $a\pm r$ are positive, and

$$(a^2-r^2)\|X\|\le\|B\|(a+r)\|Y\|\le\|B\|^2\|X\|.$$

Hence $X=0$, and likewise $Y=0$, which no eigenvector allows. In the proof, `by_contra` makes the assumption, and `hX` and `hY` are these two conclusions. For negative $a$ the bound can fail: $A=\operatorname{diag}(-2,0)$ with $B=0$ has the response eigenvalue $0$.

```lean
/-- For symmetric `A` with lowest eigenvalue `a ≥ 0` in finite dimension, every response
eigenvalue `w` satisfies `(Re w)² ≥ a² - ‖B‖²`. -/
theorem sq_frequency_bound [FiniteDimensional 𝕜 E] {A B : E →L[𝕜] E} {a : ℝ}
    (hA : (A : E →ₗ[𝕜] E).IsSymmetric) (ha : IsLowestEigenvalue A a) (ha0 : 0 ≤ a)
    {w : 𝕜} (hw : HasEigenvalue (response A B) w) :
    a ^ 2 - ‖B‖ ^ 2 ≤ RCLike.re w ^ 2 := by
  obtain ⟨⟨X, Y⟩, hz⟩ := hw.exists_hasEigenvector
  obtain ⟨p, q⟩ := amplitude_bounds (lowest_le_expectation hA ha) hz.apply_eq_smul
  by_contra hlt
  have hs : 0 < a ^ 2 - RCLike.re w ^ 2 - ‖B‖ ^ 2 := by linarith [not_le.mp hlt]
  have hr := abs_lt.mp (abs_lt_of_sq_lt_sq (by nlinarith [sq_nonneg ‖B‖]) ha0 :
    |RCLike.re w| < a)
  have hm : 0 ≤ a - RCLike.re w := by linarith [hr.2]
  have hp : 0 ≤ a + RCLike.re w := by linarith [hr.1]
  -- inserting one amplitude bound into the other makes both amplitudes vanish
  have hX : ‖X‖ ≤ 0 := le_of_not_gt fun h => by
    have := mul_pos hs h
    nlinarith [mul_le_mul_of_nonneg_left p hp, mul_le_mul_of_nonneg_left q (norm_nonneg B)]
  have hY : ‖Y‖ ≤ 0 := le_of_not_gt fun h => by
    have := mul_pos hs h
    nlinarith [mul_le_mul_of_nonneg_left q hm, mul_le_mul_of_nonneg_left p (norm_nonneg B)]
  exact hz.2 (Prod.ext (norm_le_zero_iff.mp hX) (norm_le_zero_iff.mp hY))
```

The condition $\|B\|<a$ makes $a^2-\|B\|^2$ positive, and taking roots gives a gap in the real parts. At $A=B=a\cdot1$ with $a>0$ the gap has closed, since $w=0$.

```lean
/-- For symmetric `A` with lowest eigenvalue `a` in finite dimension and `‖B‖ < a`, the real
parts of all response eigenvalues stay outside a gap of positive half-width `√(a² - ‖B‖²)`. -/
theorem response_gap [FiniteDimensional 𝕜 E] {A B : E →L[𝕜] E} {a : ℝ}
    (hA : (A : E →ₗ[𝕜] E).IsSymmetric) (ha : IsLowestEigenvalue A a) (hB : ‖B‖ < a)
    {w : 𝕜} (hw : HasEigenvalue (response A B) w) :
    0 < √(a ^ 2 - ‖B‖ ^ 2) ∧ √(a ^ 2 - ‖B‖ ^ 2) ≤ |RCLike.re w| := by
  refine ⟨Real.sqrt_pos.mpr (by nlinarith [norm_nonneg B]), ?_⟩
  rw [← Real.sqrt_sq_eq_abs]
  exact Real.sqrt_le_sqrt (sq_frequency_bound hA ha ((norm_nonneg B).trans hB.le) hw)
```

## The excitation energy is positive: $w>0$

This selects the excitation branch, where $|w|=w$. Put $s=\sqrt{a^2-\|B\|^2}$. The gap gives $w\ge s$, so $a-w\le a-s$. Since $0<s\le a$,

$$a(a-s)\le a^2-s^2=\|B\|^2,$$

which gives the simpler estimate $\|B\|^2/a$. The final `nlinarith` uses the same product inequality. For a negative eigenvalue the error bound fails already at $B=0$, where $w=-a$ occurs.

```lean
/-- For symmetric `A` with lowest eigenvalue `a` in finite dimension and `‖B‖ < a`, the value
`a` exceeds any positive excitation energy `w` by at most `a - √(a² - ‖B‖²)`, which is at most
`‖B‖² / a`. -/
theorem tammDancoff_error [FiniteDimensional 𝕜 E] {A B : E →L[𝕜] E} {a w : ℝ}
    (hA : (A : E →ₗ[𝕜] E).IsSymmetric) (ha : IsLowestEigenvalue A a) (hB : ‖B‖ < a)
    (hw0 : 0 < w) (hw : HasEigenvalue (response A B) (w : 𝕜)) :
    a - w ≤ a - √(a ^ 2 - ‖B‖ ^ 2) ∧ a - √(a ^ 2 - ‖B‖ ^ 2) ≤ ‖B‖ ^ 2 / a := by
  have ha0 : 0 < a := (norm_nonneg B).trans_lt hB
  obtain ⟨hpos, hgap⟩ := response_gap hA ha hB hw
  rw [RCLike.ofReal_re, abs_of_pos hw0] at hgap
  refine ⟨by linarith, ?_⟩
  have hs := Real.sq_sqrt (Real.sqrt_pos.mp hpos).le
  have hle : √(a ^ 2 - ‖B‖ ^ 2) ≤ a :=
    Real.sqrt_le_iff.mpr ⟨ha0.le, by nlinarith [sq_nonneg ‖B‖]⟩
  rw [le_div_iff₀ ha0]
  nlinarith [mul_le_mul_of_nonneg_left hle hpos.le]
```

In finite-basis linear-response calculations of this form with symmetric $A$ and $\|B\|<a$, the theorem limits how far the Tamm–Dancoff value can lie above a full-response excitation energy. It leaves open the sign of $a-w$ and the existence of a positive eigenvalue.

## $B$ is symmetric, used only to prove that the frequencies are real

The gap and the error bound hold without this hypothesis. It serves to exclude complex frequencies, which signal an instability of the reference state. Project the rows on $X$ and $Y$ and take imaginary parts. The $A$ terms vanish, and symmetry of $B$ makes the remaining terms equal:

$$\operatorname{Im}w\,(\|X\|^2-\|Y\|^2)=0.$$

This is `e3`. If $\|X\|=\|Y\|$, adding the amplitude bounds gives $a\|X\|\le\|B\|\|X\|$, so both amplitudes vanish, a contradiction. Hence $\operatorname{Im}w=0$.

Without symmetry, let $A=a\cdot1$ in the plane and let $B$ be $b$ times a rotation by $45^\circ$, with $0<b<a$. Then $w^2=a^2\pm ib^2$, which is not real.

```lean
/-- For symmetric `A` and `B` in finite dimension, with `‖B‖` below the lowest eigenvalue of
`A`, every response eigenvalue is real. -/
theorem no_instability [FiniteDimensional 𝕜 E] {A B : E →L[𝕜] E} {a : ℝ}
    (hA : (A : E →ₗ[𝕜] E).IsSymmetric) (hBs : (B : E →ₗ[𝕜] E).IsSymmetric)
    (ha : IsLowestEigenvalue A a) (hB : ‖B‖ < a)
    {w : 𝕜} (hw : HasEigenvalue (response A B) w) : RCLike.im w = 0 := by
  obtain ⟨⟨X, Y⟩, hz⟩ := hw.exists_hasEigenvector
  obtain ⟨p, q⟩ := amplitude_bounds (lowest_le_expectation hA ha) hz.apply_eq_smul
  have h1 : A X + B Y = w • X := congrArg Prod.fst hz.apply_eq_smul
  have h2 : -B X - A Y = w • Y := congrArg Prod.snd hz.apply_eq_smul
  have sym : ∀ T : E →L[𝕜] E, (T : E →ₗ[𝕜] E).IsSymmetric → ∀ u v : E,
      RCLike.im (inner 𝕜 u (T v)) = -RCLike.im (inner 𝕜 v (T u)) := by
    intro T hT u v
    rw [← inner_conj_symm u (T v), RCLike.conj_im]
    exact congrArg (fun z : 𝕜 => -RCLike.im z) (hT v u)
  have hn : ∀ u : E, RCLike.im (inner 𝕜 u (w • u)) = RCLike.im w * ‖u‖ ^ 2 := by
    intro u
    rw [inner_smul_right, inner_self_eq_norm_sq_to_K, ← RCLike.ofReal_pow, mul_comm w,
      RCLike.im_ofReal_mul]
    ring
  -- imaginary parts of the two rows, projected on the amplitudes
  have e1 := hn X
  have e2 := hn Y
  rw [← h1, inner_add_right, map_add] at e1
  rw [← h2, inner_sub_right, inner_neg_right, map_sub, map_neg] at e2
  have e3 : RCLike.im w * (‖X‖ ^ 2 - ‖Y‖ ^ 2) = 0 := by
    linarith [sym A hA X X, sym A hA Y Y, sym B hBs X Y]
  rcases mul_eq_zero.mp e3 with h | h
  · exact h
  -- amplitudes of equal norm are excluded by the weak coupling
  have hXY : ‖X‖ = ‖Y‖ := by
    have h' : ‖X‖ ^ 2 = ‖Y‖ ^ 2 := by linarith
    rwa [sq_eq_sq₀ (norm_nonneg _) (norm_nonneg _)] at h'
  rw [← hXY] at p q
  have hX : ‖X‖ ≤ 0 := le_of_not_gt fun h => by
    have := mul_pos (sub_pos.mpr hB) h
    nlinarith
  exact (hz.2 (Prod.ext (norm_le_zero_iff.mp hX)
    (norm_le_zero_iff.mp (hXY ▸ hX)))).elim
```

## The space is nonzero, for sharpness

A zero space has no eigenvectors. On any other space, in any dimension, take $A=a\cdot1$, $B=b\cdot1$ with $0\le b<a$, and $s=\sqrt{a^2-b^2}$. For $u\ne0$, the unnormalised mode $X=(a+s)u$, $Y=-bu$ satisfies both rows with $w=s$:

$$a(a+s)-b^2=s(a+s),\qquad -b(a+s)+ab=-sb.$$

The gap bound is therefore attained.

```lean
/-- The bound is sharp: for `0 ≤ b < a` on a nonzero space, `A = a·1` has lowest eigenvalue
`a`, `B = b·1` has norm `b`, and `√(a² - b²)` is a response eigenvalue. -/
theorem gap_sharp [Nontrivial E] {a b : ℝ} (hb : 0 ≤ b) (hab : b < a) :
    IsLowestEigenvalue ((a : 𝕜) • ContinuousLinearMap.id 𝕜 E) a ∧
    ‖(b : 𝕜) • ContinuousLinearMap.id 𝕜 E‖ = b ∧
    HasEigenvalue (response ((a : 𝕜) • ContinuousLinearMap.id 𝕜 E)
      ((b : 𝕜) • ContinuousLinearMap.id 𝕜 E)) ((√(a ^ 2 - b ^ 2) : ℝ) : 𝕜) := by
  obtain ⟨u, hu⟩ := exists_ne (0 : E)
  refine ⟨And.intro ?_ ?_, ?_, ?_⟩
  · exact hasEigenvalue_of_hasEigenvector (x := u) ⟨mem_eigenspace_iff.mpr rfl, hu⟩
  · intro μ hμ
    obtain ⟨v, hv⟩ := HasEigenvalue.exists_hasEigenvector hμ
    have h : (a : 𝕜) • v = (μ : 𝕜) • v := hv.apply_eq_smul
    have h' : (a : 𝕜) = (μ : 𝕜) := smul_left_injective 𝕜 hv.2 h
    exact le_of_eq (by exact_mod_cast h')
  · rw [norm_smul, ContinuousLinearMap.norm_id, RCLike.norm_ofReal, abs_of_nonneg hb, mul_one]
  · have hs0 := Real.sqrt_nonneg (a ^ 2 - b ^ 2)
    have hsq := Real.sq_sqrt (show 0 ≤ a ^ 2 - b ^ 2 by nlinarith)
    generalize √(a ^ 2 - b ^ 2) = s at hs0 hsq ⊢
    have hs : (s : 𝕜) ^ 2 = (a : 𝕜) ^ 2 - (b : 𝕜) ^ 2 := by exact_mod_cast hsq
    -- the mode has amplitudes X = (a + s) u and Y = -b u
    refine hasEigenvalue_of_hasEigenvector
      (x := (((a : 𝕜) + (s : 𝕜)) • u, (-(b : 𝕜)) • u))
      ⟨mem_eigenspace_iff.mpr (Prod.ext ?_ ?_), ?_⟩
    · show (a : 𝕜) • (((a : 𝕜) + (s : 𝕜)) • u) + (b : 𝕜) • ((-(b : 𝕜)) • u)
        = (s : 𝕜) • (((a : 𝕜) + (s : 𝕜)) • u)
      rw [smul_smul, smul_smul, smul_smul, ← add_smul]
      congr 1
      linear_combination -hs
    · show -((b : 𝕜) • (((a : 𝕜) + (s : 𝕜)) • u)) - (a : 𝕜) • ((-(b : 𝕜)) • u)
        = (s : 𝕜) • ((-(b : 𝕜)) • u)
      module
    · intro h
      have h1 : ((a : 𝕜) + (s : 𝕜)) • u = 0 := congrArg Prod.fst h
      have h2 : (a : 𝕜) + (s : 𝕜) = 0 := (smul_eq_zero.mp h1).resolve_right hu
      have h3 : a + s = 0 := by exact_mod_cast h2
      linarith

end TammDancoffError
```

```lean
#print axioms TammDancoffError.tammDancoff_error
-- 'TammDancoffError.tammDancoff_error' depends on axioms: [propext, Classical.choice, Quot.sound]
#print axioms TammDancoffError.no_instability
-- 'TammDancoffError.no_instability' depends on axioms: [propext, Classical.choice, Quot.sound]
#print axioms TammDancoffError.gap_sharp
-- 'TammDancoffError.gap_sharp' depends on axioms: [propext, Classical.choice, Quot.sound]
```
